# The angle between orthogonal s–p hybrids is fixed by their mixing coefficients

The carbon atom in methane has four equivalent bonds pointing to the corners of a tetrahedron. The nitrogen atom in ammonia has three equivalent bonds and a lone pair. In the hybrid picture each bond or lone pair gets its own mixture of the atom's valence s orbital and a p orbital along some direction. How much s goes into each mixture, and what does that have to do with the angles?

Requiring the hybrids to be orthogonal ties the s content to the angles. If two hybrids have p-to-s mixing coefficients $l$ and $m$ and unit directions $d$ and $e$, orthogonality means $1+lm\,d\cdot e=0$. For four mutually orthogonal hybrids, each with some s content, the s-characters add up to one. If the four coefficients are also equal, the directions are tetrahedral.

## A hybrid as a vector with four components

```lean
import Mathlib

open Matrix

namespace CoulsonHybrids

noncomputable section
```

The file loads the mathematical library Mathlib and makes its vector and matrix notation available, including `⬝ᵥ` for the scalar product $u\cdot v=\sum_k u_kv_k$.

```lean
/-- The hybrid `(s + l p_d) / √(1 + l²)` with mixing coefficient `l` and direction `d`,
written in the orthonormal basis `s, p_x, p_y, p_z`. -/
def hybrid (l : ℝ) (d : Fin 3 → ℝ) : Fin 4 → ℝ :=
  (√(1 + l ^ 2))⁻¹ • ![1, l * d 0, l * d 1, l * d 2]
```

This definition reads
$$h(l,d)=\frac{1}{\sqrt{1+l^2}}\,(1,\;l d_0,\;l d_1,\;l d_2).$$

In Lean, `Fin 3` is the set of indices 0, 1, 2, and a vector in $\mathbb R^3$ is a function `Fin 3 → ℝ` that returns a component for each index. So $d_0,d_1,d_2$ are the $x,y,z$ components of the direction. The hybrid has four components: number 0 is the s coefficient, and numbers 1 to 3 are the coefficients of $p_x,p_y,p_z$. The sign `•` multiplies a vector by a number.

The model assumes that the four atomic orbitals are orthonormal, so that the overlap of two hybrids is the scalar product of their coefficient vectors. This is right for normalised s and p functions on one centre. Coefficients are real, and $l$ may have either sign: reversing the sign of $l$ is the same as reversing $d$. A pure p orbital would need infinite $l$ and is not covered.

```lean
/-- Four hybrids with unit directions `d i` and mixing coefficients `l i` that are
mutually orthogonal. -/
structure OrthogonalHybrids (l : Fin 4 → ℝ) (d : Fin 4 → Fin 3 → ℝ) : Prop where
  unit : ∀ i, d i ⬝ᵥ d i = 1
  orth : ∀ i j, i ≠ j → hybrid (l i) (d i) ⬝ᵥ hybrid (l j) (d j) = 0
```

A `structure` in `Prop` is a bundle of conditions. Here `l` and `d` are families, with one coefficient $l_i$ and one direction $d_i$ for each $i=0,1,2,3$. The condition `unit` says $d_i\cdot d_i=1$, so that $d_i$ is a pure direction and $l_i$ alone measures the amount of p. The condition `orth` says that different hybrids have zero overlap, as they must if they are to serve as an orthonormal set of one-electron states on the atom.

## Overlap and Coulson's condition

```lean
/-- The overlap of two hybrids in terms of their mixing coefficients and the scalar product
of their directions. -/
theorem hybrid_overlap (l m : ℝ) (d e : Fin 3 → ℝ) :
    hybrid l d ⬝ᵥ hybrid m e =
      (1 + l * m * (d ⬝ᵥ e)) / (√(1 + l ^ 2) * √(1 + m ^ 2)) := by
  have core : ![1, l * d 0, l * d 1, l * d 2] ⬝ᵥ ![1, m * e 0, m * e 1, m * e 2]
      = 1 + l * m * (d ⬝ᵥ e) := by
    simp [dotProduct, Fin.sum_univ_four, Fin.sum_univ_three]
    ring
  simp only [hybrid, smul_dotProduct, dotProduct_smul, smul_eq_mul]
  rw [core, div_eq_mul_inv, mul_inv]
  ring
```

A theorem in Lean consists of a name, the given objects and hypotheses, a colon, the claim, and after `:=` the proof. This one claims
$$h(l,d)\cdot h(m,e)=\frac{1+lm\,(d\cdot e)}{\sqrt{1+l^2}\,\sqrt{1+m^2}}.$$

By hand, the s components contribute $1\cdot1$ and the p components contribute $\sum_k (l d_k)(m e_k)=lm\,(d\cdot e)$; the two normalisation factors stand in front. The proof does the same. The step `core` computes the scalar product without the prefactors, the next line pulls the prefactors out, and `ring`, which proves identities of ordinary algebra, matches the two forms.

```lean
/-- A hybrid with a unit direction is normalised. -/
theorem hybrid_normalised (l : ℝ) (d : Fin 3 → ℝ) (hd : d ⬝ᵥ d = 1) :
    hybrid l d ⬝ᵥ hybrid l d = 1 := by
  have hp : 1 + l ^ 2 ≠ 0 := by positivity
  rw [hybrid_overlap, hd, Real.mul_self_sqrt (by positivity), div_eq_one_iff_eq hp]
  ring
```

The hypothesis `hd` says that $d$ is a unit vector. Setting $m=l$ and $e=d$ in the overlap gives
$$h(l,d)\cdot h(l,d)=\frac{1+l^2}{\sqrt{1+l^2}\,\sqrt{1+l^2}}=1.$$
The command `rw` replaces one side of a known equation by the other, which is how the overlap formula and `hd` are inserted.

```lean
/-- Coulson's directionality condition: two hybrids are orthogonal exactly when
`1 + l m d·e = 0`. -/
theorem hybrid_orthogonal_iff (l m : ℝ) (d e : Fin 3 → ℝ) :
    hybrid l d ⬝ᵥ hybrid m e = 0 ↔ 1 + l * m * (d ⬝ᵥ e) = 0 := by
  have hn : √(1 + l ^ 2) * √(1 + m ^ 2) ≠ 0 := by positivity
  rw [hybrid_overlap, div_eq_zero_iff]
  exact or_iff_left hn
```

The sign `↔` means "if and only if". A fraction with a nonzero denominator vanishes exactly when its numerator does, and $\sqrt{1+l^2}\sqrt{1+m^2}$ is positive; `positivity` supplies that fact. Hence
$$h(l,d)\cdot h(m,e)=0\iff 1+lm\,(d\cdot e)=0.$$

Nothing is assumed here about the lengths of $d$ and $e$. When they are unit vectors, $d\cdot e$ is the cosine of the angle between the directions, and for orthogonal hybrids it equals $-1/(lm)$. For positive coefficients the angle is therefore larger than a right angle, up to $180^\circ$ when $lm=1$, and more p character brings it closer to a right angle.

## Completeness and the sum rule for s-character

```lean
/-- Four orthogonal hybrids are complete in the space of one s and three p orbitals:
the sum of their projectors is the identity matrix. -/
theorem OrthogonalHybrids.completeness {l : Fin 4 → ℝ} {d : Fin 4 → Fin 3 → ℝ}
    (h : OrthogonalHybrids l d) (a b : Fin 4) :
    ∑ i, hybrid (l i) (d i) a * hybrid (l i) (d i) b = (1 : Matrix (Fin 4) (Fin 4) ℝ) a b := by
  let H : Matrix (Fin 4) (Fin 4) ℝ := Matrix.of fun i => hybrid (l i) (d i)
  -- the rows of H are orthonormal
  have rows : H * Hᵀ = 1 := by
    ext i j
    change hybrid (l i) (d i) ⬝ᵥ hybrid (l j) (d j) = _
    by_cases hij : i = j
    · subst hij
      rw [Matrix.one_apply_eq]
      exact hybrid_normalised _ _ (h.unit i)
    · rw [Matrix.one_apply_ne hij]
      exact h.orth i j hij
  -- hence so are its columns, since H is square
  have cols : Hᵀ * H = 1 := mul_eq_one_comm.mp rows
  have entry := congrFun (congrFun cols a) b
  rw [Matrix.mul_apply] at entry
  exact entry
```

The hypothesis `h` is the bundle defined above. The claim, for any two orbital indices $a,b$, is
$$\sum_i h_{i,a}\,h_{i,b}=\delta_{ab},$$
where $h_{i,a}$ is component $a$ of hybrid $i$. This is the resolution of the identity in the four-dimensional space of the valence orbitals.

By hand, write the hybrids as the rows of a $4\times4$ matrix $H$.

1. The entry $(i,j)$ of $HH^{T}$ is the overlap of hybrids $i$ and $j$. It is 1 for $i=j$ by normalisation and 0 otherwise by orthogonality, so $HH^{T}=1$.
2. If $H^{T}v=0$, then $v=HH^{T}v=0$. The square matrix $H^{T}$ is therefore invertible, and its inverse is $H$.
3. It follows that $H^{T}H=1$, and the entry $(a,b)$ of this equation is the claim.

In the proof, `rows` is the first step, with `by_cases` separating $i=j$ from $i\ne j$. The step `cols` covers the second and third through the library fact `mul_eq_one_comm`, and the last lines read off the entry.

```lean
/-- The squared s coefficient of a hybrid is `1 / (1 + l²)`. -/
theorem hybrid_s_character (l : ℝ) (d : Fin 3 → ℝ) :
    hybrid l d 0 * hybrid l d 0 = 1 / (1 + l ^ 2) := by
  have h0 : hybrid l d 0 = (√(1 + l ^ 2))⁻¹ := by simp [hybrid]
  rw [h0, ← mul_inv, Real.mul_self_sqrt (by positivity), one_div]
```

The s coefficient is $1/\sqrt{1+l^2}$, so its square, the s-character, is $1/(1+l^2)$. For a unit direction this is the weight of the s orbital in the normalised hybrid.

```lean
/-- The s-characters `1 / (1 + l_i²)` of four orthogonal hybrids add up to one. -/
theorem OrthogonalHybrids.sum_s_character {l : Fin 4 → ℝ} {d : Fin 4 → Fin 3 → ℝ}
    (h : OrthogonalHybrids l d) : ∑ i, 1 / (1 + l i ^ 2) = 1 := by
  calc ∑ i, 1 / (1 + l i ^ 2)
      = ∑ i, hybrid (l i) (d i) 0 * hybrid (l i) (d i) 0 :=
        Finset.sum_congr rfl fun i _ => (hybrid_s_character (l i) (d i)).symm
    _ = (1 : Matrix (Fin 4) (Fin 4) ℝ) 0 0 := h.completeness 0 0
    _ = 1 := Matrix.one_apply_eq 0
```

Now take $a=b=0$ in the completeness relation:
$$\sum_i\frac{1}{1+l_i^2}=\sum_i h_{i,0}^2=\delta_{00}=1.$$
The one s orbital is shared out completely among the four hybrids. The `calc` block is this chain of equalities, with the reason for each link written after `:=`.

## Four equal coefficients give the tetrahedron

```lean
/-- Four orthogonal hybrids with a common mixing coefficient `t` have `t² = 3`, and any two
of their directions have scalar product `-1/3`. -/
theorem equivalent_hybrids_tetrahedral {t : ℝ} {d : Fin 4 → Fin 3 → ℝ}
    (h : OrthogonalHybrids (fun _ => t) d) :
    t ^ 2 = 3 ∧ ∀ i j, i ≠ j → d i ⬝ᵥ d j = -1 / 3 := by
  have hp : 1 + t ^ 2 ≠ 0 := by positivity
  have s := h.sum_s_character
  simp only [Fin.sum_univ_four] at s
  have s4 : 4 / (1 + t ^ 2) = 1 := by linear_combination s
  rw [div_eq_one_iff_eq hp] at s4
  have ht : t ^ 2 = 3 := by linarith
  refine ⟨ht, fun i j hij => ?_⟩
  -- Coulson's condition now fixes the angle
  have hc : 1 + t * t * (d i ⬝ᵥ d j) = 0 :=
    (hybrid_orthogonal_iff t t (d i) (d j)).mp (h.orth i j hij)
  linear_combination hc / 3 - (d i ⬝ᵥ d j) / 3 * ht
```

The expression `fun _ => t` is the family that has the value $t$ at every index. The conclusion has two parts joined by `∧`, "and": $t^2=3$, and $d_i\cdot d_j=-1/3$ whenever $i\neq j$.

By hand, the sum rule becomes
$$\frac{4}{1+t^2}=1,\qquad\text{so}\qquad t^2=3.$$
Coulson's condition for any two of the hybrids is then $1+3\,d_i\cdot d_j=0$, which gives $d_i\cdot d_j=-1/3$.

In the proof, `s4` is the collected sum rule, `ht` is $t^2=3$, and `hc` is Coulson's condition. The command `linear_combination` proves an equation by adding known equations with stated factors; here it eliminates $t^2$ between `hc` and `ht`.

The requirement of unit directions matters. Take $t=1$ and the four vectors $(1,1,1)$, $(1,-1,-1)$, $(-1,1,-1)$, $(-1,-1,1)$, each of length $\sqrt3$. Any two have scalar product $-1$, so $1+t^2\,d_i\cdot d_j=0$ and the hybrids are orthogonal. Yet $t^2=1$, and the quantities $1/(1+t^2)$ add up to 2. The argument breaks at normalisation: each hybrid has squared length $(1+3)/2=2$, so $HH^{T}$ is twice the identity.

## Three equivalent hybrids and a lone pair

```lean
/-- If three of four orthogonal hybrids share the mixing coefficient `t`, the s-character of
the remaining one is `(1 + 2c) / (1 - c)`, where `c` is the cosine of the angle between two of
the three. -/
theorem lone_pair_s_character {m t : ℝ} {d : Fin 4 → Fin 3 → ℝ}
    (h : OrthogonalHybrids ![m, t, t, t] d) :
    1 / (1 + m ^ 2) = (1 + 2 * (d 1 ⬝ᵥ d 2)) / (1 - d 1 ⬝ᵥ d 2) := by
  have s : 1 / (1 + m ^ 2) + 1 / (1 + t ^ 2) + 1 / (1 + t ^ 2) + 1 / (1 + t ^ 2) = 1 := by
    have s' := h.sum_s_character
    rw [Fin.sum_univ_four] at s'
    exact s'
  have hc : 1 + t * t * (d 1 ⬝ᵥ d 2) = 0 :=
    (hybrid_orthogonal_iff t t (d 1) (d 2)).mp (h.orth 1 2 (by decide))
  generalize d 1 ⬝ᵥ d 2 = c at hc ⊢
  -- the angle is obtuse, so the denominator does not vanish
  have hneg : c < 0 := by
    by_contra hge
    have := mul_nonneg (mul_self_nonneg t) (not_lt.mp hge)
    linarith
  have hc1 : 1 - c ≠ 0 := by linarith
  have hp : 1 + t ^ 2 ≠ 0 := by positivity
  have e : 1 / (1 + t ^ 2) = -c / (1 - c) := by
    rw [div_eq_div_iff hp hc1]
    linear_combination hc
  have e' := (eq_div_iff hc1).mp e
  rw [eq_div_iff hc1]
  linear_combination (1 - c) * s - 3 * e'
```

The notation `![m, t, t, t]` lists the coefficients: hybrid 0, the lone pair, has $m$, and hybrids 1, 2 and 3 share $t$. With $c=d_1\cdot d_2$, the claim is
$$\frac1{1+m^2}=\frac{1+2c}{1-c}.$$

By hand, Coulson's condition for hybrids 1 and 2 is $1+t^2c=0$. This forces $c<0$, since otherwise the left side would be at least 1. So $t^2=-1/c$, and each of the three equivalent hybrids has s-character
$$\frac{1}{1+t^2}=\frac{-c}{1-c}.$$
The sum rule leaves for the lone pair
$$1-3\cdot\frac{-c}{1-c}=\frac{1-c+3c}{1-c}=\frac{1+2c}{1-c}.$$

The proof follows this order. The sum rule is `s` and Coulson's condition is `hc`; `generalize` gives the scalar product the short name `c`. Then `hneg` shows $c<0$ by contradiction, `e` is the s-character of an equivalent hybrid, and the last line combines it with the sum rule after multiplying by $1-c$.

For a numerical instance, let $c=-1/4$, an angle of about $104.5^\circ$.

- Coulson's condition gives $t^2=4$, so each equivalent hybrid has s-character $1/5$.
- The formula gives the lone pair $(1-\tfrac12)/(1+\tfrac14)=2/5$, and indeed $3\cdot\tfrac15+\tfrac25=1$.
- From $1/(1+m^2)=2/5$ follows $m^2=3/2$.

At the tetrahedral value $c=-1/3$ the lone pair has s-character $1/4$, like the others. As $c$ approaches $-1/2$, the planar arrangement, its s-character tends to zero; the planar limit itself would need a pure p orbital.

Within this model of a single atom with one s and three p functions, the formula turns the angle between two of three equivalent hybrids into the s-character of the fourth. The angle is the one between the hybrids. It can differ from the angle between the bonds, because the hybrids need not point exactly at the neighbouring nuclei.

## Tetrahedral hybrids written out

```lean
/-- Four unit vectors from the centre of a cube to alternate corners. -/
def tetraDir (i : Fin 4) : Fin 3 → ℝ :=
  (√3)⁻¹ • (![![1, 1, 1], ![1, -1, -1], ![-1, 1, -1], ![-1, -1, 1]] : Fin 4 → Fin 3 → ℝ) i
```

These are the four cube corners used in the counter-example, now divided by $\sqrt3$ so that they have unit length.

```lean
/-- The hybrids with mixing coefficient `√3` along the four directions `tetraDir` are
mutually orthogonal. -/
theorem tetrahedral_witness : OrthogonalHybrids (fun _ => √3) tetraDir := by
  have h3 : (√3)⁻¹ * (√3)⁻¹ = (1 / 3 : ℝ) := by
    rw [← mul_inv, Real.mul_self_sqrt (by norm_num)]
    norm_num
  have hd : ∀ i j, tetraDir i ⬝ᵥ tetraDir j = if i = j then 1 else -1 / 3 := by
    intro i j
    simp only [tetraDir, smul_dotProduct, dotProduct_smul, smul_eq_mul]
    rw [← mul_assoc, h3]
    fin_cases i <;> fin_cases j <;> simp [dotProduct, Fin.sum_univ_three] <;> norm_num
  refine ⟨fun i => by rw [hd, if_pos rfl], fun i j hij => ?_⟩
  rw [hybrid_orthogonal_iff, hd, if_neg hij, Real.mul_self_sqrt (by norm_num)]
  norm_num

end

end CoulsonHybrids
```

The theorem states that these directions with $l_i=\sqrt3$ satisfy every condition in `OrthogonalHybrids`, so the results above do apply to an actual set of hybrids.

By hand, each direction has squared length $(1+1+1)/3=1$. Two different corners agree in one coordinate and differ in sign in the other two, so their directions have scalar product $(1-1-1)/3=-1/3$. Coulson's condition then holds, because $1+\sqrt3\,\sqrt3\cdot(-1/3)=0$.

In the proof, `h3` evaluates the squared prefactor as $1/3$. The step `hd` gives all the scalar products at once, with `fin_cases` running through the sixteen pairs of indices. The closing lines supply the two conditions of the structure, using `hybrid_orthogonal_iff` for the orthogonality.

```lean
#print axioms CoulsonHybrids.equivalent_hybrids_tetrahedral
#print axioms CoulsonHybrids.lone_pair_s_character
```

```
'CoulsonHybrids.equivalent_hybrids_tetrahedral' depends on axioms: [propext, Classical.choice, Quot.sound]
'CoulsonHybrids.lone_pair_s_character' depends on axioms: [propext, Classical.choice, Quot.sound]
```
